# First-order response of the Fermi function to a linear shift of its reduced energy

The Fermi function f(x) = 1/(1 + eˣ) gives the mean occupation of a one-particle level of non-interacting fermions in equilibrium, where x is the level's energy measured from the chemical potential in units of the thermal energy. The lemma says that if a real parameter V shifts this reduced energy to x + cV, with x and c any fixed real numbers, then the occupation f(x + cV) has derivative −f(x)(1 − f(x))c with respect to V at V = 0. The attempt first differentiates f at x by the quotient rule, then the linear shift at V = 0, and joins the two by the chain rule, `HasDerivAt.comp`.

The failing Lean file:

```lean
import Mathlib

open Real

namespace HasDerivAtFermiShift

noncomputable section

/-- The Fermi function of the reduced energy `x`, measured from the chemical potential in units
of the thermal energy. -/
def fermi (x : ℝ) : ℝ := 1 / (1 + exp x)

/-- Response of the Fermi function to a shift `c V` of its reduced energy, at `V = 0`. -/
theorem hasDerivAt_fermi_shift (x c : ℝ) :
    HasDerivAt (fun V : ℝ => fermi (x + c * V)) (-(fermi x * (1 - fermi x)) * c) 0 := by
  have hu : 1 + exp x ≠ 0 := by positivity
  have hf : HasDerivAt fermi (-(fermi x * (1 - fermi x))) x := by
    refine ((hasDerivAt_const x (1 : ℝ)).fun_div
      ((Real.hasDerivAt_exp x).const_add 1) hu).congr_deriv ?_
    unfold fermi
    field_simp <;> ring
  have hl : HasDerivAt (fun V : ℝ => x + c * V) c 0 :=
    (((hasDerivAt_id' (0 : ℝ)).const_mul c).const_add x).congr_deriv (mul_one c)
  have hf' : HasDerivAt fermi (-(fermi x * (1 - fermi x))) (x + c * 0) := by
    rw [mul_zero, add_zero]
    exact hf
  exact HasDerivAt.comp (0 : ℝ) hf' hl

end

end HasDerivAtFermiShift
```

Compiling this gives:

```
Main.lean:27:32: error: Application type mismatch: The argument
  hf'
has type
  HasDerivAt fermi (-(fermi x * (1 - fermi x))) (x + c * 0)
but is expected to have type
  HasDerivAt (HDiv.hDiv 1) (-(fermi x * (1 - fermi x))) (1 + rexp (x + c * 0))
in the application
  HasDerivAt.comp 0 hf'
```

Lean accepts the file once it reads:

```diff
@@ -19,5 +19,6 @@
       ((Real.hasDerivAt_exp x).const_add 1) hu).congr_deriv ?_
     unfold fermi
-    field_simp <;> ring
+    field_simp
+    ring
   have hl : HasDerivAt (fun V : ℝ => x + c * V) c 0 :=
     (((hasDerivAt_id' (0 : ℝ)).const_mul c).const_add x).congr_deriv (mul_one c)
@@ -25,5 +26,7 @@
     rw [mul_zero, add_zero]
     exact hf
-  exact HasDerivAt.comp (0 : ℝ) hf' hl
+  have hc : HasDerivAt (fermi ∘ fun V : ℝ => x + c * V)
+      (-(fermi x * (1 - fermi x)) * c) 0 := HasDerivAt.comp (0 : ℝ) hf' hl
+  exact hc
 
 end
```

What went wrong. The message says that `hf'` is a derivative of `fermi` at `x + c * 0`, while `HasDerivAt.comp` here expects a derivative of `HDiv.hDiv 1`, the map y ↦ 1/y, at `1 + rexp (x + c * 0)`. The chain rule speaks of a composite of two functions, but the goal is written `fun V : ℝ => fermi (x + c * V)`, so Lean had to find the two functions itself. It unfolded `fermi` and cut the expression in the wrong place, with the reciprocal as outer function and 1 + exp(x + cV) as inner one. `hf'` does not fit that split.

The repair first states the result as `hc`, for the explicit composite `fermi ∘ fun V : ℝ => x + c * V`. Both functions are now given, and `hf'` and `hl` fit them. `exact hc` then closes the goal, because the composite and the goal's function are equal by definition.

Putting `field_simp` and `ring` on separate lines is mere tidying; no message concerns that step.
